# Uniformly random signs are uncorrelated, and each has mean square one

Take a finite set of sites, each carrying a sign $s_i = \pm 1$, and give all $2^n$ configurations equal weight, as for classical Ising spins at infinite temperature. The theorem `avg_sign_mul` states that the average of $s_i s_j$ is $\delta_{ij}$: one if the two sites coincide, zero otherwise. For $i = j$ the proof uses $s_i^2 = 1$. For $i \neq j$ it flips the sign at $i$, which permutes the configurations and reverses the summand, so the sum equals its own negative and vanishes.

In Lean, a first try:

```lean
import Mathlib

open Matrix

namespace SimultaneousPerturbation

noncomputable section

variable {ι : Type*} [Fintype ι]

/-- The vector of signs `±1` encoded by a string of bits. -/
def signVec (σ : ι → Bool) : ι → ℝ := fun i => if σ i then 1 else -1

omit [Fintype ι] in
private lemma sign_sq (σ : ι → Bool) (i : ι) : signVec σ i * signVec σ i = 1 := by
  simp only [signVec]
  cases σ i <;> simp

variable [DecidableEq ι]

/-- The uniform average over all `2^n` sign vectors. -/
def avg (F : (ι → Bool) → ℝ) : ℝ := (∑ σ, F σ) / 2 ^ Fintype.card ι

private lemma avg_const (c : ℝ) : avg (fun _ : ι → Bool => c) = c := by
  have hcard : (Fintype.card (ι → Bool) : ℝ) = 2 ^ Fintype.card ι := by simp
  rw [avg, Finset.sum_const, Finset.card_univ, nsmul_eq_mul, hcard]
  field_simp

/-- The product of two different signs averages to zero, and the square of a sign averages to one.
-/
theorem avg_sign_mul (i j : ι) :
    avg (fun σ => signVec σ i * signVec σ j) = if i = j then 1 else 0 := by
  split_ifs with hij
  · subst hij
    simp only [sign_sq, avg_const]
  · have hji : j ≠ i := fun e => hij e.symm
    -- flipping the `i`-th sign permutes the sign vectors and reverses the summand
    have hinv : Function.Involutive
        (fun σ : ι → Bool => Function.update σ i (!σ i)) := by
      intro σ
      simp
    have hs := Equiv.sum_comp hinv.toPerm (fun σ => signVec σ i * signVec σ j)
    have hflip : ∀ σ : ι → Bool, signVec (hinv.toPerm σ) i * signVec (hinv.toPerm σ) j
        = -(signVec σ i * signVec σ j) := by
      intro σ
      change signVec (Function.update σ i (!σ i)) i
        * signVec (Function.update σ i (!σ i)) j = _
      simp only [signVec, Function.update_self, Function.update_of_ne hji]
      cases σ i <;> cases σ j <;> simp
    simp only [hflip, Finset.sum_neg_distrib] at hs
    have h0 : ∑ σ : ι → Bool, signVec σ i * signVec σ j = 0 := by linarith
    rw [avg, h0, zero_div]

end

end SimultaneousPerturbation
```

The error:

```
Main.lean:43:57: error: Application type mismatch: The argument
  i
has type
  ι
of sort `Type u_1` but is expected to have type
  Bool
of sort `Type` in the application
  signVec (⇑(Function.Involutive.toPerm ?m.76 ?m.77)) i
Main.lean:43:85: error: Application type mismatch: The argument
  j
has type
  ι
of sort `Type u_1` but is expected to have type
  Bool
of sort `Type` in the application
  signVec (⇑(Function.Involutive.toPerm ?m.82 ?m.83)) j
Main.lean:43:70: error: Application type mismatch: The argument
  hinv
has type
  Function.Involutive.{u_1 + 1} fun σ => Function.update σ i !σ i
but is expected to have type
  Function.Involutive.{1} ?m.82
in the application
  Function.Involutive.toPerm ?m.82 hinv
```

Diagnosis. `Function.Involutive.toPerm` takes the function as an explicit argument before the proof that it is an involution. In `hinv.toPerm σ` the dot notation supplies `hinv` as the proof, so `σ` fills the place of the function instead of being the point at which the permutation is evaluated. What reaches `signVec` is then the permutation itself, read as a string of bits. A permutation maps a type to itself, so its values can be bits only if its inputs are too. Hence `signVec` expects an index in `Bool`, and Lean rejects `i` and `j`, which lie in `ι`. The third message is the same clash seen from `hinv`, which concerns a map on `ι → Bool`, not on `Bool`.

The repair writes the flipped configuration in `hflip` directly as `Function.update σ i (!σ i)`, so the faulty application is gone and the `change` step is no longer needed. `hs` is now stated in the same form, so that `hflip` can rewrite its left-hand sum. Its proof passes `_` for the function, which Lean infers from `hinv`.

This version goes through:

```diff
@@ -40,10 +40,12 @@
       intro σ
       simp
-    have hs := Equiv.sum_comp hinv.toPerm (fun σ => signVec σ i * signVec σ j)
-    have hflip : ∀ σ : ι → Bool, signVec (hinv.toPerm σ) i * signVec (hinv.toPerm σ) j
-        = -(signVec σ i * signVec σ j) := by
+    have hs : ∑ σ : ι → Bool, signVec (Function.update σ i (!σ i)) i
+        * signVec (Function.update σ i (!σ i)) j
+        = ∑ σ : ι → Bool, signVec σ i * signVec σ j :=
+      Equiv.sum_comp (Function.Involutive.toPerm _ hinv)
+        (fun σ : ι → Bool => signVec σ i * signVec σ j)
+    have hflip : ∀ σ : ι → Bool, signVec (Function.update σ i (!σ i)) i
+        * signVec (Function.update σ i (!σ i)) j = -(signVec σ i * signVec σ j) := by
       intro σ
-      change signVec (Function.update σ i (!σ i)) i
-        * signVec (Function.update σ i (!σ i)) j = _
       simp only [signVec, Function.update_self, Function.update_of_ne hji]
       cases σ i <;> cases σ j <;> simp
```
